# The trapezoidal rule counts the electrons of ρ(x) = 2x on [0,1] exactly but overestimates ∫ρ^(4/3) and ∫ρ²

For the density ρ(x) = 2x on [0,1], the trapezoidal rule with any number n ≥ 1 of equal intervals gives the electron count 1 exactly. The same grid puts ∫ρ^(4/3) strictly above its true value 3·2^(4/3)/7, and it puts ∫ρ² above 4/3 by 2/(3n²).

I would like to use this as a small warning about density-functional grids: a correct electron count does not certify the other integrals of the same density. I can try a few values of n with a calculator, but I want a proof for all n, checked by Lean, in which the exact integrals are computed and not simply put in. How does it go?

## Exact for straight lines, too large for convex curves

The rule replaces the integrand on each interval by its chord. The density is a straight line and coincides with its chords, so the count is exact on every grid. The powers ρ^(4/3) and ρ² are strictly convex and lie below their chords, so their sums come out too large on every grid.

Write T(f, n) for the trapezoidal sum with grid points i/n:

T(f, n) = Σ (1/n) · [f(i/n) + f((i+1)/n)] / 2, with i running from 0 to n−1.

**The exact values.** For p > 0 and x ≥ 0 we have (2x)^p = 2^p · x^p, hence

∫₀¹ ρ^p dx = 2^p · ∫₀¹ x^p dx = 2^p/(p+1).

The powers p = 1, 4/3 and 2 give 1, 3·2^(4/3)/7 and 4/3.

**The electron count.** Interval i contributes

(1/n) · [2i/n + 2(i+1)/n] / 2 = (2i+1)/n².

The first m odd numbers add up to m², so the first m intervals together give m²/n². At m = n this is 1.

**The square.** Interval i contributes

(1/n) · [4i²/n² + 4(i+1)²/n²] / 2 = (4i² + 4i + 2)/n³.

The first m intervals together give

(4m³ + 2m)/(3n³).

This is 0 at m = 0, and going from m to m+1 raises it by

[4(3m² + 3m + 1) + 2]/(3n³) = (4m² + 4m + 2)/n³,

which is the contribution of interval m. At m = n the sum is

T(ρ², n) = (4n³ + 2n)/(3n³) = 4/3 + 2/(3n²).

**The power 4/3.** Here a convexity argument takes the place of a closed form. Let f be continuous and strictly convex on [a,b] with a < b. A point x strictly between a and b is the weighted mean of the end points with weights (b−x)/(b−a) and (x−a)/(b−a), so strict convexity gives

f(x) < f(a) + [(f(b) − f(a))/(b−a)] · (x−a).

The right-hand side is the chord, and its integral over [a,b] is

f(a)(b−a) + (f(b) − f(a))(b−a)/2 = (b−a)(f(a) + f(b))/2.

The chord minus f is continuous, nowhere negative, and positive inside the interval, so its integral is positive. Hence

∫ f dx over [a,b] < (b−a)(f(a) + f(b))/2.

Adding this over the n intervals gives ∫₀¹ f dx < T(f, n).

It remains to see that f = ρ^(4/3) is strictly convex. For x > 0 its second derivative is (16/9)·(2x)^(−2/3), which is positive, and f is continuous at 0, so strict convexity holds on all of [0,1].

### Two intervals by hand

For n = 2 the grid points are 0, 1/2 and 1, where the density is 0, 1 and 2. Each interval has width 1/2, so the end points carry weight 1/4 and the midpoint carries weight 1/2.

Count: (1/4)·0 + (1/2)·1 + (1/4)·2 = 1.

Square: (1/4)·0 + (1/2)·1 + (1/4)·4 = 3/2 = 4/3 + 1/6, and 2/(3·2²) = 1/6.

Power 4/3: (1/2)·1 + (1/4)·2^(4/3) ≈ 1.130, against the exact 3·2^(4/3)/7 ≈ 1.080.

The count is perfect while the 4/3 integral is nearly 5% too large.

### The Lean file

```lean
import Mathlib

open Set

namespace TrapezoidalGridCounterexample

noncomputable section

/-- The one-dimensional model density `ρ(x) = 2x`, used on the interval `[0,1]`. -/
def density (x : ℝ) : ℝ := 2 * x

/-- The trapezoidal rule on `[0,1]` with `n` equal intervals, for `n ≥ 1`: each interval
contributes its width times the mean of the two end-point values. -/
def trapezoid (f : ℝ → ℝ) (n : ℕ) : ℝ :=
  ∑ i ∈ Finset.range n, 1 / (n : ℝ) * (f ((i : ℝ) / n) + f (((i + 1 : ℕ) : ℝ) / n)) / 2

/-- For `a < b` and `f` continuous and strictly convex on `[a,b]`, the integral of `f` over `[a,b]`
is strictly smaller than `(b - a)(f a + f b)/2`, the integral of its chord. -/
theorem integral_lt_chord {f : ℝ → ℝ} {a b : ℝ} (hab : a < b)
    (hc : ContinuousOn f (Icc a b)) (hf : StrictConvexOn ℝ (Icc a b) f) :
    ∫ x in a..b, f x < (b - a) * (f a + f b) / 2 := by
  have hba : 0 < b - a := sub_pos.2 hab
  have hne : b - a ≠ 0 := hba.ne'
  have h1 : (b - a) / (b - a) = 1 := div_self hne
  -- the graph lies strictly below the chord inside the interval
  have key : ∀ x ∈ Ioo a b, f x < f a + (f b - f a) / (b - a) * (x - a) := by
    intro x hx
    have h := hf.2 (left_mem_Icc.2 hab.le) (right_mem_Icc.2 hab.le) hab.ne
      (div_pos (sub_pos.2 hx.2) hba) (div_pos (sub_pos.2 hx.1) hba)
      (by rw [← add_div, div_eq_one_iff_eq hne]; ring)
    simp only [smul_eq_mul] at h
    have e1 : (b - x) / (b - a) * a + (x - a) / (b - a) * b = x := by
      linear_combination x * h1
    have e2 : (b - x) / (b - a) * f a + (x - a) / (b - a) * f b
        = f a + (f b - f a) / (b - a) * (x - a) := by
      linear_combination f a * h1
    rwa [e1, e2] at h
  -- the area under the chord
  have hd : ∀ x : ℝ, HasDerivAt
      (fun y => f a * y + (f b - f a) / (b - a) * ((y - a) * (y - a) / 2))
      (f a + (f b - f a) / (b - a) * (x - a)) x := by
    intro x
    have u := (hasDerivAt_id' x).sub_const a
    exact (((hasDerivAt_id' x).const_mul (f a)).fun_add
      (((u.fun_mul u).div_const 2).const_mul ((f b - f a) / (b - a)))).congr_deriv (by ring)
  have hI : ∫ x in a..b, (f a + (f b - f a) / (b - a) * (x - a))
      = (b - a) * (f a + f b) / 2 := by
    rw [intervalIntegral.integral_eq_sub_of_hasDerivAt (fun x _ => hd x)
      (Continuous.intervalIntegrable (by fun_prop) _ _)]
    simp only [sub_self]
    linear_combination ((f b - f a) * (b - a) / 2) * h1
  rw [← hI]
  refine intervalIntegral.integral_lt_integral_of_continuousOn_of_le_of_exists_lt hab hc
    (Continuous.continuousOn (by fun_prop)) ?_
    ⟨(a + b) / 2, ⟨by linarith, by linarith⟩, key _ ⟨by linarith, by linarith⟩⟩
  intro x hx
  rcases hx.2.lt_or_eq with h | h
  · exact (key x ⟨hx.1, h⟩).le
  · rw [h, div_mul_cancel₀ _ hne]
    linarith

/-- The trapezoidal rule with `n ≥ 1` intervals strictly overestimates the integral over `[0,1]`
of every continuous strictly convex function. -/
theorem integral_lt_trapezoid {f : ℝ → ℝ} (hc : ContinuousOn f (Icc 0 1))
    (hf : StrictConvexOn ℝ (Icc 0 1) f) {n : ℕ} (hn : 1 ≤ n) :
    ∫ x in (0 : ℝ)..1, f x < trapezoid f n := by
  have hN : (0 : ℝ) < n := Nat.cast_pos.mpr hn
  have hw : ∀ k : ℕ, ((k + 1 : ℕ) : ℝ) / n - (k : ℝ) / n = 1 / n := by
    intro k
    push_cast
    ring
  have hlt : ∀ k : ℕ, (k : ℝ) / n < ((k + 1 : ℕ) : ℝ) / n := by
    intro k
    have h := one_div_pos.2 hN
    linarith [hw k]
  have hsub : ∀ k < n, Icc ((k : ℝ) / n) (((k + 1 : ℕ) : ℝ) / n) ⊆ Icc 0 1 := fun k hk =>
    Icc_subset_Icc (by positivity) ((div_le_one hN).2 (Nat.cast_le.mpr hk))
  -- split the exact integral at the grid points
  have hsum := intervalIntegral.sum_integral_adjacent_intervals (f := f)
    (μ := MeasureTheory.volume) (a := fun k : ℕ => (k : ℝ) / n) (n := n)
    (fun k hk => ContinuousOn.intervalIntegrable_of_Icc (hlt k).le (hc.mono (hsub k hk)))
  simp only [Nat.cast_zero, zero_div, div_self hN.ne'] at hsum
  rw [← hsum]
  unfold trapezoid
  refine Finset.sum_lt_sum_of_nonempty ⟨0, Finset.mem_range.2 hn⟩ fun k hk => ?_
  have hk' := hsub k (Finset.mem_range.1 hk)
  have h := integral_lt_chord (hlt k) (hc.mono hk') (hf.subset hk' (convex_Icc _ _))
  rwa [hw k] at h

/-- The exact integral of `ρ^p` over `[0,1]` is `2^p / (p + 1)` for every real `p > 0`. -/
theorem integral_density_rpow {p : ℝ} (hp : 0 < p) :
    ∫ x in (0 : ℝ)..1, density x ^ p = 2 ^ p / (p + 1) := by
  have h : ∫ x in (0 : ℝ)..1, density x ^ p = ∫ x in (0 : ℝ)..1, (2 : ℝ) ^ p * x ^ p := by
    apply intervalIntegral.integral_congr
    intro x hx
    rw [uIcc_of_le zero_le_one] at hx
    exact Real.mul_rpow zero_le_two hx.1
  rw [h, intervalIntegral.integral_const_mul, integral_rpow (Or.inl (by linarith)),
    Real.one_rpow, Real.zero_rpow (show (0 : ℝ) < p + 1 by linarith).ne']
  ring

/-- For every real power `p > 1` and every `n ≥ 1`, the trapezoidal sum for `ρ^p` strictly
exceeds the exact integral. -/
theorem integral_lt_trapezoid_rpow {p : ℝ} (hp : 1 < p) {n : ℕ} (hn : 1 ≤ n) :
    ∫ x in (0 : ℝ)..1, density x ^ p < trapezoid (fun x => density x ^ p) n := by
  have hρ : Continuous density := by
    show Continuous (fun x : ℝ => 2 * x)
    fun_prop
  refine integral_lt_trapezoid
    (hρ.rpow_const fun _ => Or.inr (by linarith)).continuousOn ?_ hn
  -- strict convexity is inherited from that of the power function
  refine ⟨convex_Icc 0 1, fun x hx y hy hxy a b ha hb hab => ?_⟩
  have hx2 : 2 * x ∈ Ici (0 : ℝ) := mul_nonneg zero_le_two hx.1
  have hy2 : 2 * y ∈ Ici (0 : ℝ) := mul_nonneg zero_le_two hy.1
  have h := (strictConvexOn_rpow hp).2 hx2 hy2 (fun h => hxy (by linarith)) ha hb hab
  simp only [density, smul_eq_mul] at h ⊢
  have e : 2 * (a * x + b * y) = a * (2 * x) + b * (2 * y) := by ring
  rw [e]
  exact h

/-- The trapezoidal rule with any `n ≥ 1` intervals gives the electron count `1`. -/
theorem trapezoid_density {n : ℕ} (hn : 1 ≤ n) : trapezoid density n = 1 := by
  have hN : (0 : ℝ) < n := Nat.cast_pos.mpr hn
  have h : ∀ m : ℕ, ∑ i ∈ Finset.range m, 1 / (n : ℝ) *
      (density ((i : ℝ) / n) + density (((i + 1 : ℕ) : ℝ) / n)) / 2
      = (m : ℝ) ^ 2 / (n : ℝ) ^ 2 := by
    intro m
    induction m with
    | zero => simp
    | succ m ih =>
      rw [Finset.sum_range_succ, ih]
      simp only [density]
      push_cast
      ring
  exact (h n).trans (div_self (pow_ne_zero 2 hN.ne'))

/-- The trapezoidal sum for `ρ²` with `n ≥ 1` intervals is `4/3 + 2/(3n²)`. -/
theorem trapezoid_density_sq {n : ℕ} (hn : 1 ≤ n) :
    trapezoid (fun x => density x ^ 2) n = 4 / 3 + 2 / (3 * (n : ℝ) ^ 2) := by
  have hN : (n : ℝ) ≠ 0 := (Nat.cast_pos.mpr hn).ne'
  have h : ∀ m : ℕ, ∑ i ∈ Finset.range m, 1 / (n : ℝ) *
      (density ((i : ℝ) / n) ^ 2 + density (((i + 1 : ℕ) : ℝ) / n) ^ 2) / 2
      = (4 * (m : ℝ) ^ 3 + 2 * m) / (3 * (n : ℝ) ^ 3) := by
    intro m
    induction m with
    | zero => simp
    | succ m ih =>
      rw [Finset.sum_range_succ, ih]
      simp only [density]
      push_cast
      ring
  refine (h n).trans ?_
  field_simp

/-- For `ρ(x) = 2x` on `[0,1]` and any `n ≥ 1`, the trapezoidal rule reproduces the exact electron
count `1`, strictly exceeds the exact integral `3·2^(4/3)/7` of `ρ^(4/3)`, and exceeds the exact
integral `4/3` of `ρ²` by `2/(3n²)`. -/
theorem exact_count_inexact_functionals {n : ℕ} (hn : 1 ≤ n) :
    (∫ x in (0 : ℝ)..1, density x = 1 ∧ trapezoid density n = 1) ∧
    (∫ x in (0 : ℝ)..1, density x ^ (4 / 3 : ℝ) = 3 * 2 ^ (4 / 3 : ℝ) / 7 ∧
      3 * 2 ^ (4 / 3 : ℝ) / 7 < trapezoid (fun x => density x ^ (4 / 3 : ℝ)) n) ∧
    (∫ x in (0 : ℝ)..1, density x ^ 2 = 4 / 3 ∧
      trapezoid (fun x => density x ^ 2) n - 4 / 3 = 2 / (3 * (n : ℝ) ^ 2)) := by
  have i1 := integral_density_rpow (p := 1) one_pos
  have i2 := integral_density_rpow (p := 2) two_pos
  simp only [Real.rpow_one] at i1
  simp only [Real.rpow_two] at i2
  have i3 : ∫ x in (0 : ℝ)..1, density x ^ (4 / 3 : ℝ) = 3 * 2 ^ (4 / 3 : ℝ) / 7 := by
    rw [integral_density_rpow (by norm_num)]
    ring
  refine ⟨⟨?_, trapezoid_density hn⟩, ⟨i3, ?_⟩, ?_, ?_⟩
  · rw [i1]
    norm_num
  · rw [← i3]
    exact integral_lt_trapezoid_rpow (by norm_num) hn
  · rw [i2]
    norm_num
  · rw [trapezoid_density_sq hn]
    ring

end

end TrapezoidalGridCounterexample
```

```lean
#print axioms TrapezoidalGridCounterexample.exact_count_inexact_functionals
```

```
'TrapezoidalGridCounterexample.exact_count_inexact_functionals' depends on axioms: [propext, Classical.choice, Quot.sound]
```

### What `exact_count_inexact_functionals` says

The theorem takes a natural number `n` with `1 ≤ n` and gives three pairs of statements, one pair for each integrand.

- The integral of `density` over [0,1] is 1, and so is its trapezoidal sum.
- The integral of `density x ^ (4 / 3 : ℝ)` is `3 * 2 ^ (4 / 3 : ℝ) / 7`, and this number is strictly less than the trapezoidal sum.
- The integral of `density x ^ 2` is 4/3, and the trapezoidal sum minus 4/3 equals `2 / (3 * (n : ℝ) ^ 2)`.

`density` is the function 2x on the whole real line; the restriction to [0,1] comes from the limits of the integrals and from the grid points. It is non-negative there and normalised to one electron. `trapezoid f n` is T(f, n) above, with `Finset.range n` supplying the indices 0 to n−1. The symbol ∫ is Mathlib's interval integral, so the exact values are theorems about true integrals. The exponent 4/3 is a real power, while the exponent 2 in this theorem is a natural-number power. The hypothesis `1 ≤ n` excludes the empty grid, whose sum would be 0.

The supporting inequalities for the trapezoidal sum reach beyond the example. `integral_lt_trapezoid` covers every continuous strictly convex function on [0,1], and `integral_lt_trapezoid_rpow` covers ρ^p for every real p > 1.

The integral of ρ^(4/3) is the one that enters local-density exchange in three dimensions, with a negative prefactor, and the integrated electron number is a familiar check on density-functional grids; in this one-dimensional model with a single fixed density, that check is passed perfectly while the exchange-type integral is wrong. The density is a postulated test function and not a physically admissible electron density: (d√ρ/dx)² = 1/(2x) is not integrable at 0, so any wavefunction with this density would have infinite kinetic energy. Three-dimensional molecular grids, with their radial and angular rules and the weights that divide space among the atoms, are not treated. For the power 4/3 the theorem gives the sign of the error but not its size.

### From one chord to the three integrals

`integral_lt_chord` is the argument on a single interval. Its step `key` applies strict convexity with the weights (b−x)/(b−a) and (x−a)/(b−a); the identities `e1` and `e2` turn the two weighted means into x and into the chord. The step `hd` supplies an antiderivative of the chord, and `hI` uses it to obtain the trapezoid area. The closing Mathlib lemma compares the integrals of two continuous functions: it needs f ≤ chord for a < x ≤ b and strict inequality at one point, for which the proof takes the midpoint. At x = b the chord and f agree, and this case is handled separately.

`integral_lt_trapezoid` adds the intervals. Here `hw` says that each has width 1/n, and `hsub` says that each lies inside [0,1], so that continuity and strict convexity carry over to it. The lemma `sum_integral_adjacent_intervals` splits the exact integral at the grid points. The two sums are then compared term by term with `Finset.sum_lt_sum_of_nonempty`, which gives a strict inequality because there is at least one interval.

`integral_density_rpow` computes the exact integrals as above: `Real.mul_rpow` splits (2x)^p into 2^p · x^p for x ≥ 0, and `integral_rpow` integrates the power of x.

`integral_lt_trapezoid_rpow` shows that ρ^p is continuous and strictly convex, then applies the general inequality. In place of a second derivative it uses Mathlib's `strictConvexOn_rpow`, the strict convexity of t^p for t ≥ 0 and p > 1. Since 2x is linear in x and takes different values at different points, the property passes from t^p to (2x)^p.

`trapezoid_density` and `trapezoid_density_sq` establish the closed forms. Both keep the grid size n fixed and use induction on m, the number of intervals already summed, with the partial sums m²/n² and (4m³ + 2m)/(3n³) found above. In the induction step `ring` checks that the next interval contributes the right increment. Setting m = n finishes each proof.

The main theorem puts these results together. It takes the exact integrals from `integral_density_rpow` at p = 1, 4/3 and 2, the strict inequality from `integral_lt_trapezoid_rpow` at p = 4/3, and the remaining grid values from the two closed forms.
